# Termination of the commutator expansion on a reference annihilated by a rank-lowering matrix

## Ranks, lowering matrices and nested commutators

Take a finite set of basis states labelled by i, j, and give each state a natural number rk(i), its rank. In coupled-cluster theory the rank is the excitation level relative to a reference determinant: 0 for the reference, 1 for singles, 2 for doubles. Vectors have complex components vᵢ, and operators are complex square matrices with elements Sᵢⱼ, where j labels the state acted on and i the state reached.

Three definitions are needed.

- S lowers the rank by at least d if Sᵢⱼ ≠ 0 implies rk(i) + d ≤ rk(j).
- A vector v has rank at most r if vᵢ ≠ 0 implies rk(i) ≤ r.
- The nested commutators of S with a matrix X are

C₀ = X,  Cₖ₊₁ = S Cₖ − Cₖ S.

Thus C₁ = [S, X] and C₂ = [S, [S, X]]. The reference vector is φ, and the central condition on it is S φ = 0. Physically, S is a de-excitation operator and φ has nothing left to de-excite.

## De-excitation exponentials in extended coupled cluster

For a Hamiltonian H and a normalised reference determinant φ, extended coupled-cluster theory uses an excitation operator T and a de-excitation operator S in the energy functional

E = ⟨φ, exp(S) exp(−T) H exp(T) φ⟩.

With X = exp(−T) H exp(T), the operator acting on φ is exp(S) X. Because S φ = 0, a factor exp(−S) may be inserted on the right without changing the result, which turns the expression into a second similarity transformation. For finite matrices with the rank properties assumed here, the result gives an order beyond which the commutator expansion of that second transformation has no nonzero terms when it acts on φ.

The case d = 2 describes an S without single de-excitations. The number r depends on X. A bare two-body Hamiltonian acting on the reference determinant gives r = 2, while dressing it with exp(T) can raise r. In a system of four electrons no determinant is more than fourfold excited, so r = 4 always suffices there.

## The statement and its Lean form

Let S φ = 0. Then for every X and every k,

Cₖ φ = Sᵏ X φ,

exp(S) X exp(−S) φ = exp(S) X φ.

If S also lowers the rank by at least d and X φ has rank at most r, then Cₖ φ = 0 whenever d k > r. For d > 0 this gives

exp(S) X exp(−S) φ = Σ (1/k!) Cₖ φ,  k = 0, …, ⌊r/d⌋.

In the file, `n` is the finite type of basis labels, `rk : n → ℕ` is the rank, and `S *ᵥ φ` is the matrix S applied to the vector φ. `LowersRank rk d S` and `RankAtMost rk r v` are the two rank conditions above, and `nestedComm S X k` is Cₖ. The exponential `NormedSpace.exp` is the usual power series. In `Finset.range (r / d + 1)` the division is between natural numbers and rounds down, so the sum includes the order ⌊r/d⌋.

The matrix X is arbitrary and need not be Hermitian; φ need not be normalised. The general theorems take S φ = 0 as a hypothesis and do not require φ to have rank zero. When φ does have rank zero, `reference_annihilated` derives the hypothesis from the lowering property with d > 0.

The ranks and the matrix-element conditions are given as data: they are not derived from creation and annihilation operators. The setting is finite-dimensional, and the amplitude equations that would determine S and T do not enter.

## Why only the leftmost factors survive

The commutator identity follows by induction on k. For k = 0 both sides are X φ. If Cₖ φ = Sᵏ X φ, then

Cₖ₊₁ φ = S Cₖ φ − Cₖ S φ
= S Cₖ φ − 0
= S Sᵏ X φ
= Sᵏ⁺¹ X φ.

For the exponential, apply the power series to φ term by term:

exp(−S) φ = φ + Σ (1/k!) (−S)ᵏ φ,  k ≥ 1.

Each term with k ≥ 1 has a factor −S standing next to φ, so it is zero. Hence exp(−S) φ = φ, and

exp(S) X exp(−S) φ = exp(S) X φ = Σ (1/k!) Sᵏ X φ = Σ (1/k!) Cₖ φ,

with the sums over all k ≥ 0. The commutator series on φ is thus obtained directly, without first expanding the similarity transformation as an operator identity.

## Counting the rank that remains

Let v have rank at most r, and let S lower the rank by at least d. The claim is that

(Sᵏ v)ᵢ ≠ 0 implies rk(i) + d k ≤ r.

For k = 0 this is the assumption on v. For the next power, write

(Sᵏ⁺¹ v)ᵢ = Σⱼ Sᵢⱼ (Sᵏ v)ⱼ.

If the left side is nonzero, some j has both Sᵢⱼ ≠ 0 and (Sᵏ v)ⱼ ≠ 0. The first gives rk(i) + d ≤ rk(j), and the induction hypothesis gives rk(j) + d k ≤ r. Together,

rk(i) + d (k + 1) ≤ r.

Now set v = X φ. If d k > r, no label i can satisfy rk(i) + d k ≤ r, because ranks are not negative. Every component of Sᵏ X φ is therefore zero, and so is Cₖ φ. For d > 0, every k > ⌊r/d⌋ satisfies d k > r, which leaves the finite sum.

The same count with v = φ, r = 0 and k = 1 shows that a rank-zero reference is annihilated: a nonzero component of S φ would require rk(i) + d ≤ 0, which is impossible for d > 0.

For d = 2 and r = 4 only the orders 0, 1 and 2 can survive:

exp(S) X exp(−S) φ = X φ + [S, X] φ + ½ [S, [S, X]] φ.

## When X φ lies below the first step

If r < d, then ⌊r/d⌋ = 0 and only the first term remains:

exp(S) X exp(−S) φ = X φ.

With d = 2, this happens when X φ contains only states of rank 0 and 1. In the extreme case of a single basis state, a matrix that lowers the rank by d > 0 must be zero, since its one element would connect a state to itself. Both exponentials are then the identity, in agreement with the formula.

## A ladder of ranks 0, 2 and 4

Label three orthonormal states e₀, e₁, e₂ and give them ranks 0, 2, 4. Let

S e₀ = 0,  S e₁ = e₀,  S e₂ = e₁,

X e₀ = e₂,  X e₁ = 0,  X e₂ = 0,

and φ = e₀. This X illustrates the algebra only: it is nonzero with X² = 0, so it is not similar to a Hermitian matrix and cannot equal exp(−T) H exp(T) for a Hermitian H. Here X φ = e₂ has rank 4, and the commutators give

C₀ φ = e₂,
C₁ φ = S e₂ − X S e₀ = e₁,
C₂ φ = S² e₂ = e₀,
C₃ φ = S³ e₂ = 0.

The transformed vector is

exp(S) X exp(−S) φ = e₂ + e₁ + ½ e₀,

with components (1/2, 1, 1). As a check, the matrix exp(S) = 1 + S + ½ S² has rows (1, 1, 1/2), (0, 1, 1) and (0, 0, 1). Its last column is exp(S) e₂, again (1/2, 1, 1).

The term k = 2 has d k = r = 4 and is not zero. For these values of d and r, the strict inequality d k > r therefore cannot be weakened to d k ≥ r.

## The complete Lean source

```lean
import Mathlib

open Matrix

namespace ExtendedCoupledCluster

noncomputable section

variable {n : Type*} [Fintype n] [DecidableEq n]

/-- The `k`-fold nested commutator `[S, [S, ..., [S, X]]]`, with `X` itself for `k = 0`. -/
def nestedComm (S X : Matrix n n ℂ) : ℕ → Matrix n n ℂ
  | 0 => X
  | k + 1 => S * nestedComm S X k - nestedComm S X k * S

/-- `S` lowers the rank by at least `d`: it connects a basis state `j` only to basis states `i`
whose rank is smaller by `d` or more. -/
def LowersRank (rk : n → ℕ) (d : ℕ) (S : Matrix n n ℂ) : Prop :=
  ∀ i j, S i j ≠ 0 → rk i + d ≤ rk j

/-- The vector `v` has components only on basis states of rank at most `r`. -/
def RankAtMost (rk : n → ℕ) (r : ℕ) (v : n → ℂ) : Prop :=
  ∀ i, v i ≠ 0 → rk i ≤ r

/-- If `S` annihilates `φ`, the `k`-fold commutator of `S` with `X` acts on `φ` as `S ^ k X`. -/
theorem nestedComm_mulVec {S : Matrix n n ℂ} {φ : n → ℂ} (hφ : S *ᵥ φ = 0)
    (X : Matrix n n ℂ) (k : ℕ) :
    nestedComm S X k *ᵥ φ = S ^ k *ᵥ (X *ᵥ φ) := by
  induction k with
  | zero => simp [nestedComm]
  | succ k ih =>
    -- the term with `S` on the right vanishes on `φ`
    rw [nestedComm, Matrix.sub_mulVec, ← Matrix.mulVec_mulVec, ← Matrix.mulVec_mulVec, hφ,
      Matrix.mulVec_zero, sub_zero, ih, pow_succ' S k, ← Matrix.mulVec_mulVec]

/-- The exponential of a matrix acts on a vector through its power series, term by term. -/
theorem exp_mulVec_hasSum (A : Matrix n n ℂ) (v : n → ℂ) :
    HasSum (fun k : ℕ => ((k.factorial : ℂ)⁻¹) • (A ^ k *ᵥ v)) (NormedSpace.exp A *ᵥ v) := by
  let L : Matrix n n ℂ →+ (n → ℂ) :=
    { toFun := fun M => M *ᵥ v
      map_zero' := Matrix.zero_mulVec v
      map_add' := fun M N => Matrix.add_mulVec M N v }
  have hc : Continuous L := Continuous.matrix_mulVec continuous_id continuous_const
  let _ : NormedRing (Matrix n n ℂ) := Matrix.linftyOpNormedRing
  let _ : NormedAlgebra ℂ (Matrix n n ℂ) := Matrix.linftyOpNormedAlgebra
  have h := NormedSpace.exp_series_hasSum_exp' (𝕂 := ℂ) A
  have h2 : HasSum (fun k : ℕ => (((k.factorial : ℂ)⁻¹) • A ^ k) *ᵥ v)
      (NormedSpace.exp A *ᵥ v) := h.map L hc
  simpa only [Matrix.smul_mulVec] using h2

/-- If `S` annihilates `φ`, the right-hand exponential of the similarity transformation drops
out: `exp(S) X exp(-S) φ = exp(S) X φ`. -/
theorem similarity_mulVec {S : Matrix n n ℂ} {φ : n → ℂ} (hφ : S *ᵥ φ = 0)
    (X : Matrix n n ℂ) :
    (NormedSpace.exp S * X * NormedSpace.exp (-S)) *ᵥ φ = NormedSpace.exp S *ᵥ (X *ᵥ φ) := by
  -- only the zeroth term of the series for `exp(-S) φ` survives
  have h0 : NormedSpace.exp (-S) *ᵥ φ = φ := by
    have h1 : HasSum (fun k : ℕ => ((k.factorial : ℂ)⁻¹) • ((-S) ^ k *ᵥ φ))
        (((Nat.factorial 0 : ℂ)⁻¹) • ((-S) ^ 0 *ᵥ φ)) := by
      refine hasSum_single 0 (fun k hk => ?_)
      cases k with
      | zero => exact absurd rfl hk
      | succ m =>
        rw [pow_succ, ← Matrix.mulVec_mulVec, Matrix.neg_mulVec, hφ, neg_zero,
          Matrix.mulVec_zero, smul_zero]
    rw [(exp_mulVec_hasSum (-S) φ).unique h1]
    simp
  rw [← Matrix.mulVec_mulVec, h0, ← Matrix.mulVec_mulVec]

/-- If `S` lowers the rank by at least `d` and `v` has rank at most `r`, every basis state
present in `S ^ k v` has a rank that is at least `d * k` below `r`. -/
theorem rank_pow_mulVec {rk : n → ℕ} {d r : ℕ} {S : Matrix n n ℂ} {v : n → ℂ}
    (hS : LowersRank rk d S) (hv : RankAtMost rk r v) (k : ℕ) :
    ∀ i, (S ^ k *ᵥ v) i ≠ 0 → rk i + d * k ≤ r := by
  induction k with
  | zero =>
    intro i hi
    simpa using hv i (by simpa using hi)
  | succ k ih =>
    intro i hi
    rw [pow_succ', ← Matrix.mulVec_mulVec] at hi
    -- some intermediate state `j` must contribute
    obtain ⟨j, _, hj⟩ := Finset.exists_ne_zero_of_sum_ne_zero
      (show ∑ j, S i j * (S ^ k *ᵥ v) j ≠ 0 from hi)
    have h1 := hS i j (left_ne_zero_of_mul hj)
    have h2 := ih j (right_ne_zero_of_mul hj)
    linarith

/-- A reference of rank zero is annihilated by every `S` that lowers the rank by at least
`d > 0`. -/
theorem reference_annihilated {rk : n → ℕ} {d : ℕ} (hd : 0 < d) {S : Matrix n n ℂ} {φ : n → ℂ}
    (hS : LowersRank rk d S) (h0 : RankAtMost rk 0 φ) : S *ᵥ φ = 0 := by
  funext i
  by_contra h
  have h1 := rank_pow_mulVec hS h0 1 i (by rw [pow_one]; exact h)
  omega

/-- Let `S` annihilate `φ` and lower the rank by at least `d`, and let `X φ` have rank at most
`r`. Then the `k`-fold commutator vanishes on `φ` as soon as `d * k > r`. -/
theorem nestedComm_mulVec_eq_zero {rk : n → ℕ} {d r k : ℕ} {S X : Matrix n n ℂ} {φ : n → ℂ}
    (hφ : S *ᵥ φ = 0) (hS : LowersRank rk d S) (hX : RankAtMost rk r (X *ᵥ φ))
    (hk : r < d * k) : nestedComm S X k *ᵥ φ = 0 := by
  rw [nestedComm_mulVec hφ]
  funext i
  by_contra h
  have h1 := rank_pow_mulVec hS hX k i h
  omega

/-- Let `S` annihilate `φ` and lower the rank by at least `d > 0`, and let `X φ` have rank at most
`r`. Then the commutator expansion of `exp(S) X exp(-S) φ` ends no later than order `r / d`, rounded
down. -/
theorem similarity_expansion_terminates {rk : n → ℕ} {d r : ℕ} (hd : 0 < d)
    {S X : Matrix n n ℂ} {φ : n → ℂ} (hφ : S *ᵥ φ = 0) (hS : LowersRank rk d S)
    (hX : RankAtMost rk r (X *ᵥ φ)) :
    (NormedSpace.exp S * X * NormedSpace.exp (-S)) *ᵥ φ =
      ∑ k ∈ Finset.range (r / d + 1), ((k.factorial : ℂ)⁻¹) • (nestedComm S X k *ᵥ φ) := by
  have h1 : HasSum (fun k : ℕ => ((k.factorial : ℂ)⁻¹) • (S ^ k *ᵥ (X *ᵥ φ)))
      (∑ k ∈ Finset.range (r / d + 1), ((k.factorial : ℂ)⁻¹) • (S ^ k *ᵥ (X *ᵥ φ))) := by
    refine hasSum_sum_of_ne_finset_zero (fun k hk => ?_)
    -- beyond order `r / d` the rank is exhausted
    have hlt : r / d < k := by
      rw [Finset.mem_range] at hk
      omega
    have hk' : r < d * k := by
      rw [mul_comm]
      exact (Nat.div_lt_iff_lt_mul hd).mp hlt
    rw [← nestedComm_mulVec hφ, nestedComm_mulVec_eq_zero hφ hS hX hk', smul_zero]
  rw [similarity_mulVec hφ, (exp_mulVec_hasSum S (X *ᵥ φ)).unique h1]
  refine Finset.sum_congr rfl (fun k _ => ?_)
  rw [nestedComm_mulVec hφ]

/-- If `S` annihilates `φ` and lowers the rank by at least two, and `X φ` has rank at most four, the
expansion of `exp(S) X exp(-S) φ` ends no later than the double commutator. -/
theorem double_commutator_formula {rk : n → ℕ} {S X : Matrix n n ℂ} {φ : n → ℂ}
    (hφ : S *ᵥ φ = 0) (hS : LowersRank rk 2 S) (hX : RankAtMost rk 4 (X *ᵥ φ)) :
    (NormedSpace.exp S * X * NormedSpace.exp (-S)) *ᵥ φ =
      X *ᵥ φ + (S * X - X * S) *ᵥ φ
        + (1 / 2 : ℂ) • ((S * (S * X - X * S) - (S * X - X * S) * S) *ᵥ φ) := by
  rw [similarity_expansion_terminates (by norm_num) hφ hS hX]
  simp [Finset.sum_range_succ, nestedComm, Nat.factorial]

/-- Three states of rank 0, 2 and 4, with `S` stepping down the ladder and `X` exciting the
lowest state `φ` to the highest: `S` annihilates `φ` and lowers the rank by at least two, `X φ`
has rank at most four, and the double commutator returns `φ` itself. -/
theorem termination_sharp_witness :
    let S : Matrix (Fin 3) (Fin 3) ℂ := !![0, 1, 0; 0, 0, 1; 0, 0, 0]
    let X : Matrix (Fin 3) (Fin 3) ℂ := !![0, 0, 0; 0, 0, 0; 1, 0, 0]
    let φ : Fin 3 → ℂ := ![1, 0, 0]
    S *ᵥ φ = 0 ∧ LowersRank ![0, 2, 4] 2 S ∧ RankAtMost ![0, 2, 4] 4 (X *ᵥ φ) ∧
      nestedComm S X 2 *ᵥ φ = φ := by
  intro S X φ
  have hφ : S *ᵥ φ = 0 := by
    ext i
    fin_cases i <;> simp [S, φ, Matrix.mulVec, dotProduct, Fin.sum_univ_succ]
  refine ⟨hφ, ?_, ?_, ?_⟩
  · intro i j
    fin_cases i <;> fin_cases j <;> simp [S]
  · intro i _
    fin_cases i <;> simp
  · rw [nestedComm_mulVec hφ, pow_two, ← Matrix.mulVec_mulVec]
    ext i
    fin_cases i <;> simp [S, X, φ, Matrix.mulVec, dotProduct, Fin.sum_univ_succ]

end

end ExtendedCoupledCluster
```

```lean
#print axioms ExtendedCoupledCluster.reference_annihilated
#print axioms ExtendedCoupledCluster.similarity_expansion_terminates
#print axioms ExtendedCoupledCluster.double_commutator_formula
```

```
'ExtendedCoupledCluster.reference_annihilated' depends on axioms: [propext, Classical.choice, Quot.sound]
'ExtendedCoupledCluster.similarity_expansion_terminates' depends on axioms: [propext, Classical.choice, Quot.sound]
'ExtendedCoupledCluster.double_commutator_formula' depends on axioms: [propext, Classical.choice, Quot.sound]
```

## Induction, series and rank counting in the proof

`nestedComm_mulVec` is the induction on k. Its rewriting step splits the commutator into two terms, regroups the products so that S acts directly on φ in the second, and uses `hφ` to remove that term. The induction hypothesis and `pow_succ'`, which puts the new factor S on the left, finish the step.

`exp_mulVec_hasSum` justifies applying the exponential series term by term. The map M ↦ M v is additive and continuous, so it carries the convergent series for exp(A) to a convergent series for exp(A) v. A matrix norm is introduced inside this proof because Mathlib's theorem on the exponential series is stated for normed algebras; the conclusion does not mention the norm.

`similarity_mulVec` first proves exp(−S) φ = φ. The lemma `hasSum_single` says that a series whose only possibly nonzero term is the zeroth sums to that term. Here `pow_succ` puts one factor −S on the right, where it meets φ. Uniqueness of the sum identifies the result with exp(−S) φ, and associativity of matrix action gives the stated identity.

`rank_pow_mulVec` is the rank count. From a nonzero sum over j, `Finset.exists_ne_zero_of_sum_ne_zero` extracts an intermediate state with a nonzero contribution. Both factors of that contribution are nonzero, which supplies the two inequalities that `linarith` adds. `reference_annihilated` applies this count at k = 1 and r = 0. `nestedComm_mulVec_eq_zero` applies it to X φ after replacing the commutator by Sᵏ X φ. In both, a supposed nonzero component leads to inequalities that `omega` finds contradictory.

`similarity_expansion_terminates` joins the two strands. Outside the finite range, k exceeds `r / d`, which is converted into `r < d * k`, and the term vanishes. The exponential series therefore has the finite sum as its value, and uniqueness of sums equates that value with exp(S) X φ. The last lines turn each Sᵏ X φ back into a commutator acting on φ.

`double_commutator_formula` sets d = 2 and r = 4 and lets `simp` write out the three terms with their factorials. `termination_sharp_witness` treats the ladder above: `fin_cases` runs through its states, and the commutator identity reduces the last claim to computing S² X φ = φ.
